# A common null vector of finitely many anticommuting nilpotent operators, built from any nonzero vector

## Which product of annihilators leaves a vacuum?

I have to decide how much of the fermion algebra to assume, and I would like to keep only $b_ib_j+b_jb_i=0$ for $i\neq j$ and $b_k^2=0$ for $n$ quasiparticle annihilators $b_0,\dots,b_{n-1}$, without adjoints. In mean-field pairing theory with finitely many modes I would write the quasiparticle vacuum, up to normalisation, as $b_0b_1\cdots b_{n-1}|0\rangle$, with $|0\rangle$ the bare vacuum. That product vanishes as soon as one $b_k$ is a bare annihilator. My claim is that for any nonzero $\psi$ some subset of the operators still works. Can this be made rigorous and machine-checked?

## A maximal product that does not annihilate $\psi$ gives a vacuum

It can, for finite $n$, and those two relations suffice. For a set $S$ of modes let $B_S$ be the product of the $b_k$, $k\in S$, with indices increasing from left to right, and $B_\emptyset=1$. Call $\varphi$ a vacuum if $\varphi\neq0$ and $b_k\varphi=0$ for all $k$.

1. Swapping neighbouring factors $b_i,b_j$ gives $-1$ if $i\neq j$ and changes nothing if $i=j$. Any reordering of a product therefore changes at most its sign.
2. If a product contains $b_k$, reorder it as $\pm b_kW$, with $W$ the remaining factors. Then $b_k(\pm b_kW)=0$.
3. If $k\notin S$, then $b_kB_S$ and $B_{S\cup\{k\}}$ have the same factors, so $b_kB_S=\pm B_{S\cup\{k\}}$.
4. $B_S\psi$ is a vacuum exactly when $B_S\psi\neq0$ and $B_T\psi=0$ for all $T\supsetneq S$. Given the second condition, $b_kB_S\psi=0$ by step 2 for $k\in S$, and $b_kB_S\psi=\pm B_{S\cup\{k\}}\psi=0$ for $k\notin S$. Conversely $B_T\psi=\pm B_{T\setminus S}B_S\psi$, and the rightmost factor of the nonempty product $B_{T\setminus S}$ kills the vacuum $B_S\psi$.
5. Let $B_{S_0}\psi\neq0$ for some set $S_0$. Among the finitely many $T\supseteq S_0$ with $B_T\psi\neq0$ take one, $S$, with the most elements. Every $T\supsetneq S$ has more, so $B_T\psi=0$ and step 4 applies. For $\psi\neq0$ take $S_0=\emptyset$.

In Lean 4 with Mathlib:

```lean
import Mathlib

open Finset

namespace QuasiparticleVacuum

noncomputable section

variable {V : Type*} [AddCommGroup V] [Module ℂ V] {n : ℕ}

/-- Operators `b_0, …, b_{n-1}` that anticommute for distinct modes and square to zero. -/
structure IsFermionFamily (b : Fin n → Module.End ℂ V) : Prop where
  anticomm : ∀ i j, i ≠ j → b i * b j + b j * b i = 0
  sq_zero : ∀ k, b k * b k = 0

/-- The product `b_{k₁} b_{k₂} ⋯` of the operators along a list of modes. -/
def word (b : Fin n → Module.End ℂ V) (l : List (Fin n)) : Module.End ℂ V :=
  (l.map b).prod

/-- The modes of `S` listed in increasing order. -/
def orderedList (S : Finset (Fin n)) : List (Fin n) :=
  (List.finRange n).filter (fun k => decide (k ∈ S))

/-- The ordered product `B_S` of the `b_k` over `k ∈ S`, with indices increasing from left
to right. -/
def orderedProd (b : Fin n → Module.End ℂ V) (S : Finset (Fin n)) : Module.End ℂ V :=
  word b (orderedList S)

/-- A vacuum is a nonzero vector annihilated by every `b_k`. -/
def IsVacuum (b : Fin n → Module.End ℂ V) (φ : V) : Prop :=
  φ ≠ 0 ∧ ∀ k, b k φ = 0

variable {b : Fin n → Module.End ℂ V}

/-- If operators of distinct modes anticommute, reordering a product changes it at most by
a sign. -/
theorem word_perm (h : ∀ i j, i ≠ j → b i * b j + b j * b i = 0) {l l' : List (Fin n)}
    (hp : l.Perm l') : word b l = word b l' ∨ word b l = -word b l' := by
  have wc : ∀ a m, word b (a :: m) = b a * word b m := fun a m => by simp [word]
  induction hp with
  | nil => exact Or.inl rfl
  | cons x _ ih =>
    simp only [wc]
    rcases ih with ih | ih
    · left; rw [ih]
    · right; rw [ih, mul_neg]
  | swap x y m =>
    by_cases hxy : x = y
    · subst hxy
      exact Or.inl rfl
    · -- a transposition of distinct neighbours costs a minus sign
      right
      have e : b y * b x = -(b x * b y) := eq_neg_of_add_eq_zero_right (h x y hxy)
      simp only [wc]
      rw [← mul_assoc, e, neg_mul, mul_assoc]
  | trans _ _ ih1 ih2 =>
    rcases ih1 with h1 | h1 <;> rcases ih2 with h2 | h2
    · left; rw [h1, h2]
    · right; rw [h1, h2]
    · right; rw [h1, h2]
    · left; rw [h1, h2, neg_neg]

/-- Multiplying from the left by `b_k` annihilates any product that already contains `b_k`. -/
theorem mul_word_of_mem (hb : IsFermionFamily b) {l : List (Fin n)} {k : Fin n} (hk : k ∈ l) :
    b k * word b l = 0 := by
  have wc : ∀ a m, word b (a :: m) = b a * word b m := fun a m => by simp [word]
  -- move `b_k` to the front and use `b_k² = 0`
  rcases word_perm hb.anticomm (List.perm_cons_erase hk) with h | h
  · rw [h, wc, ← mul_assoc, hb.sq_zero, zero_mul]
  · rw [h, wc, mul_neg, ← mul_assoc, hb.sq_zero, zero_mul, neg_zero]

/-- A nonempty product of the operators annihilates every vector that all `b_k` annihilate. -/
theorem word_apply_eq_zero {φ : V} (hφ : ∀ k, b k φ = 0) {l : List (Fin n)} (hl : l ≠ []) :
    word b l φ = 0 := by
  have wc : ∀ a m, word b (a :: m) = b a * word b m := fun a m => by simp [word]
  induction l with
  | nil => exact absurd rfl hl
  | cons a m ih =>
    rw [wc, Module.End.mul_apply]
    by_cases hm : m = []
    · subst hm
      simpa [word] using hφ a
    · rw [ih hm, map_zero]

/-- For a mode `k` outside `S`, `b_k B_S = ± B_{S ∪ {k}}`. -/
theorem mul_orderedProd_of_notMem (hb : IsFermionFamily b) {S : Finset (Fin n)} {k : Fin n}
    (hk : k ∉ S) : b k * orderedProd b S = orderedProd b (insert k S) ∨
      b k * orderedProd b S = -orderedProd b (insert k S) := by
  have mem : ∀ (T : Finset (Fin n)) a, a ∈ orderedList T ↔ a ∈ T := by
    intro T a; simp [orderedList]
  have nd : ∀ T : Finset (Fin n), (orderedList T).Nodup :=
    fun T => (List.nodup_finRange n).filter _
  have hp : (k :: orderedList S).Perm (orderedList (insert k S)) :=
    (List.perm_ext_iff_of_nodup
      (List.nodup_cons.2 ⟨fun h => hk ((mem S k).1 h), nd S⟩) (nd _)).2
      (fun a => by rw [List.mem_cons, mem, mem, Finset.mem_insert])
  have wc : ∀ a m, word b (a :: m) = b a * word b m := fun a m => by simp [word]
  have := word_perm hb.anticomm hp
  rw [wc] at this
  exact this

/-- `B_S ψ` is a vacuum exactly when `B_S ψ ≠ 0` and `B_T ψ = 0` for every strictly larger
set of modes `T`. -/
theorem isVacuum_iff_maximal (hb : IsFermionFamily b) (S : Finset (Fin n)) (ψ : V) :
    IsVacuum b (orderedProd b S ψ) ↔
      orderedProd b S ψ ≠ 0 ∧ ∀ T, S ⊂ T → orderedProd b T ψ = 0 := by
  have mem : ∀ (T : Finset (Fin n)) a, a ∈ orderedList T ↔ a ∈ T := by
    intro T a; simp [orderedList]
  have nd : ∀ T : Finset (Fin n), (orderedList T).Nodup :=
    fun T => (List.nodup_finRange n).filter _
  constructor
  · rintro ⟨h0, hvac⟩
    refine ⟨h0, fun T hT => ?_⟩
    have hsub : S ⊆ T := (Finset.ssubset_iff_subset_ne.1 hT).1
    obtain ⟨k, hkT, hkS⟩ := Finset.exists_of_ssubset hT
    -- `B_T = ± B_{T \ S} B_S`
    have hnd : (orderedList (T \ S) ++ orderedList S).Nodup :=
      List.Nodup.append (nd _) (nd _) (fun a h1 h2 =>
        (Finset.mem_sdiff.1 ((mem _ a).1 h1)).2 ((mem _ a).1 h2))
    have hp : (orderedList T).Perm (orderedList (T \ S) ++ orderedList S) :=
      (List.perm_ext_iff_of_nodup (nd T) hnd).2 (fun a => by
        have hs : a ∈ S → a ∈ T := fun h => hsub h
        rw [List.mem_append, mem, mem, mem, Finset.mem_sdiff]
        tauto)
    have wa : ∀ l m, word b (l ++ m) = word b l * word b m := fun l m => by simp [word]
    have hz : word b (orderedList (T \ S) ++ orderedList S) ψ = 0 := by
      rw [wa, Module.End.mul_apply]
      exact word_apply_eq_zero hvac
        (List.ne_nil_of_mem ((mem _ k).2 (Finset.mem_sdiff.2 ⟨hkT, hkS⟩)))
    rcases word_perm hb.anticomm hp with h | h
    · rw [orderedProd, h, hz]
    · rw [orderedProd, h, LinearMap.neg_apply, hz, neg_zero]
  · rintro ⟨h0, hmax⟩
    refine ⟨h0, fun k => ?_⟩
    rw [← Module.End.mul_apply]
    by_cases hk : k ∈ S
    · -- a mode of `S` is killed by nilpotency
      rw [orderedProd, mul_word_of_mem hb ((mem S k).2 hk), LinearMap.zero_apply]
    · -- a mode outside `S` is killed by maximality
      have hz := hmax _ (Finset.ssubset_insert hk)
      rcases mul_orderedProd_of_notMem hb hk with h | h
      · rw [h, hz]
      · rw [h, LinearMap.neg_apply, hz, neg_zero]

/-- Every set of modes `S₀` with `B_{S₀} ψ ≠ 0` is contained in a set `S` for which `B_S ψ`
is a vacuum. -/
theorem exists_vacuum_superset (hb : IsFermionFamily b) {S₀ : Finset (Fin n)} {ψ : V}
    (h : orderedProd b S₀ ψ ≠ 0) : ∃ S, S₀ ⊆ S ∧ IsVacuum b (orderedProd b S ψ) := by
  classical
  -- take a superset of largest size whose product does not kill `ψ`
  obtain ⟨S, hS, hmax⟩ := Finset.exists_max_image
    (Finset.univ.filter fun T : Finset (Fin n) => S₀ ⊆ T ∧ orderedProd b T ψ ≠ 0)
    Finset.card ⟨S₀, Finset.mem_filter.2 ⟨Finset.mem_univ _, Finset.Subset.refl _, h⟩⟩
  obtain ⟨h1, h2⟩ := (Finset.mem_filter.1 hS).2
  refine ⟨S, h1, (isVacuum_iff_maximal hb S ψ).2 ⟨h2, fun T hT => ?_⟩⟩
  by_contra hne
  have hsub : S ⊆ T := (Finset.ssubset_iff_subset_ne.1 hT).1
  have hle := hmax T
    (Finset.mem_filter.2 ⟨Finset.mem_univ _, Finset.Subset.trans h1 hsub, hne⟩)
  have hlt := Finset.card_lt_card hT
  omega

/-- For every nonzero vector `ψ` there is a set of modes `S` such that `B_S ψ` is nonzero and
annihilated by every `b_k`. -/
theorem exists_vacuum_from_vector (hb : IsFermionFamily b) {ψ : V} (hψ : ψ ≠ 0) :
    ∃ S : Finset (Fin n), orderedProd b S ψ ≠ 0 ∧ ∀ k, b k (orderedProd b S ψ) = 0 := by
  have e : orderedList (∅ : Finset (Fin n)) = [] := by
    exact List.filter_eq_nil_iff.2 (by simp)
  have h : orderedProd b ∅ ψ ≠ 0 := by
    rw [orderedProd, e]
    simpa [word] using hψ
  obtain ⟨S, -, hS⟩ := exists_vacuum_superset hb h
  exact ⟨S, hS⟩

/-- The Jordan-Wigner annihilation operators of two modes on `ℂ⁴`, in the occupation basis
`|00⟩, |10⟩, |01⟩, |11⟩`. -/
def twoMode : Fin 2 → Module.End ℂ (Fin 4 → ℂ) :=
  ![Matrix.toLin' !![0, 1, 0, 0; 0, 0, 0, 0; 0, 0, 0, 1; 0, 0, 0, 0],
    Matrix.toLin' !![0, 0, 1, 0; 0, 0, 0, -1; 0, 0, 0, 0; 0, 0, 0, 0]]

/-- The action of the two-mode operators on the components of a vector. -/
theorem twoMode_apply (v : Fin 4 → ℂ) :
    twoMode 0 v = ![v 1, 0, v 3, 0] ∧ twoMode 1 v = ![v 2, -v 3, 0, 0] := by
  constructor <;> ext i <;> fin_cases i <;>
    simp [twoMode, Matrix.mulVec, dotProduct, Fin.sum_univ_four]

/-- The two-mode operators anticommute, square to zero, and have nonzero product. -/
theorem twoMode_witness : IsFermionFamily twoMode ∧ twoMode 0 * twoMode 1 ≠ 0 := by
  have h0 := fun v => (twoMode_apply v).1
  have h1 := fun v => (twoMode_apply v).2
  have key : twoMode 0 * twoMode 1 + twoMode 1 * twoMode 0 = 0 := by
    refine LinearMap.ext fun v => ?_
    simp only [LinearMap.add_apply, Module.End.mul_apply, h0, h1, LinearMap.zero_apply]
    ext i; fin_cases i <;> simp
  refine ⟨⟨Fin.forall_fin_two.2
    ⟨Fin.forall_fin_two.2 ⟨fun h => absurd rfl h, fun _ => key⟩,
      Fin.forall_fin_two.2 ⟨fun _ => (add_comm _ _).trans key, fun h => absurd rfl h⟩⟩,
    Fin.forall_fin_two.2 ⟨?_, ?_⟩⟩, fun h => ?_⟩
  · refine LinearMap.ext fun v => ?_
    simp only [Module.End.mul_apply, h0, LinearMap.zero_apply]
    ext i; fin_cases i <;> simp
  · refine LinearMap.ext fun v => ?_
    simp only [Module.End.mul_apply, h1, LinearMap.zero_apply]
    ext i; fin_cases i <;> simp
  · have h3 := congrFun (LinearMap.congr_fun h ![0, 0, 0, 1]) 0
    simp only [Module.End.mul_apply, h0, h1, LinearMap.zero_apply] at h3
    simp at h3

/-- For two modes and `ψ = |10⟩ + |01⟩`, both `S = {0}` and `S = {1}` give a vacuum, while the
product over all modes annihilates `ψ`. -/
theorem twoMode_subset_not_unique :
    IsVacuum twoMode (orderedProd twoMode {0} ![0, 1, 1, 0]) ∧
    IsVacuum twoMode (orderedProd twoMode {1} ![0, 1, 1, 0]) ∧
    orderedProd twoMode univ ![0, 1, 1, 0] = 0 := by
  have h0 := fun v => (twoMode_apply v).1
  have h1 := fun v => (twoMode_apply v).2
  have l0 : orderedList ({0} : Finset (Fin 2)) = [0] := by decide
  have l1 : orderedList ({1} : Finset (Fin 2)) = [1] := by decide
  have w : ∀ k, word twoMode [k] = twoMode k := fun k => by simp [word]
  have vac : IsVacuum twoMode ![1, 0, 0, 0] := by
    refine ⟨fun h => ?_, Fin.forall_fin_two.2 ⟨?_, ?_⟩⟩
    · have := congrFun h 0
      simp at this
    · rw [h0]; ext i; fin_cases i <;> simp
    · rw [h1]; ext i; fin_cases i <;> simp
  have e0 : orderedProd twoMode {0} ![0, 1, 1, 0] = ![1, 0, 0, 0] := by
    rw [orderedProd, l0, w, h0]; ext i; fin_cases i <;> simp
  have e1 : orderedProd twoMode {1} ![0, 1, 1, 0] = ![1, 0, 0, 0] := by
    rw [orderedProd, l1, w, h1]; ext i; fin_cases i <;> simp
  have v0 : IsVacuum twoMode (orderedProd twoMode {0} ![0, 1, 1, 0]) := by
    rw [e0]; exact vac
  refine ⟨v0, by rw [e1]; exact vac, ?_⟩
  exact ((isVacuum_iff_maximal twoMode_witness.1 _ _).1 v0).2 univ
    (Finset.ssubset_iff_subset_ne.2 ⟨Finset.subset_univ _, by decide⟩)

end

end QuasiparticleVacuum
```

```lean
#print axioms QuasiparticleVacuum.exists_vacuum_from_vector
#print axioms QuasiparticleVacuum.twoMode_subset_not_unique
```

```
'QuasiparticleVacuum.exists_vacuum_from_vector' depends on axioms: [propext, Classical.choice, Quot.sound]
'QuasiparticleVacuum.twoMode_subset_not_unique' depends on axioms: [propext, Classical.choice, Quot.sound]
```

### What the theorems say

`V` is a complex vector space of any dimension and `b : Fin n → Module.End ℂ V` is the family of linear operators. `IsFermionFamily b` holds the two relations: `anticomm` is Fermi statistics between distinct modes, and `sq_zero` is the exclusion principle, that a mode cannot be emptied twice. Both are assumed; that the operators of a given Bogoliubov transformation obey them is not derived. `word b l` is the product along a list of modes, `orderedList S` sorts $S$ upwards, and `orderedProd b S` is $B_S$, whose highest mode acts first. `IsVacuum` demands no normalisation.

`exists_vacuum_from_vector` reads: for $\psi\neq0$ there is an $S$ with $B_S\psi\neq0$ and $b_kB_S\psi=0$ for every $k$. For $n=0$ the set is empty and $\psi$ itself serves. No Hamiltonian appears, so nothing identifies this vector as a ground state, and uniqueness is not claimed.

### How the proof follows the five steps

`word_perm` is step 1, by induction on how a list permutation is generated: a common head is kept, a `swap` of distinct neighbours costs a sign (of equal ones, nothing), and signs multiply under `trans`. It uses anticommutation alone. `mul_word_of_mem` is step 2, with `List.perm_cons_erase` moving $k$ to the front. `mul_orderedProd_of_notMem` is step 3, since two duplicate-free lists with the same members are permutations of each other. In `isVacuum_iff_maximal` the first branch compares `orderedList T` with `orderedList (T \ S) ++ orderedList S` and calls `word_apply_eq_zero`, which says that a nonempty product kills any vector killed by all $b_k$; the second branch splits on `k ∈ S`. `exists_vacuum_superset` is step 5, with `Finset.exists_max_image` choosing $S$ and the contradiction coming from $|T|\le|S|<|T|$.

### Two modes

`twoMode` gives Jordan–Wigner matrices on $\mathbb C^4$ in the basis $|00\rangle,|10\rangle,|01\rangle,|11\rangle$, the first digit being the occupation of mode 0. By `twoMode_apply`, $b_0v=(v_1,0,v_3,0)$ and $b_1v=(v_2,-v_3,0,0)$ for $v=(v_0,v_1,v_2,v_3)$. `twoMode_witness` checks the relations and $b_0b_1\neq0$, the latter on $|11\rangle$. For $\psi=|10\rangle+|01\rangle$, `twoMode_subset_not_unique` shows that $\{0\}$ and $\{1\}$ both give a vacuum while $b_0b_1\psi=0$. So $S$ need be neither unique nor the full set. Both sets produce the same vector $|00\rangle$, or $|00\rangle/\sqrt2$ from the normalised state $\psi/\sqrt2$.

### Adding adjoints, and building the vector numerically

The two remarks below go beyond the theorems and rest on ordinary argument only. With an inner product and the further relation $b_ib_j^\dagger+b_j^\dagger b_i=\delta_{ij}$, existence would be a special case of the result above, and on the $2^n$-dimensional Fock space the vacuum would also be unique up to a scalar. The weaker relations admit $b_k=0$ for all $k$, where every nonzero vector is a vacuum.

In code that stores the $b_k$ as matrices on a small Fock space, no search over all $2^n$ subsets is needed. Start from $\varphi=\psi$ and, for $k=n-1$ down to $0$, replace $\varphi$ by $b_k\varphi$ whenever that is nonzero. After mode $k$ is treated $b_k\varphi=0$, and applying a later $b_j$ preserves this because $b_kb_j\varphi=-b_jb_k\varphi$. The loop ends at $B_S\psi$, with $S$ the accepted modes. In floating point, "nonzero" becomes a threshold on $\|b_k\varphi\|$, with $\varphi$ renormalised after each accepted mode. The exact argument then no longer carries over: a small rejected residual $b_k\varphi$ can be magnified when a later $b_j\varphi$ of small norm is accepted and renormalised, so all $\|b_k\varphi\|$ should be checked again at the end.
